# Two sets of uniformly charged concentric shells, side by side without overlap, interact exactly as point charges

A point on a charged sphere is represented here by one number, the cosine \(t\) of its polar angle, and not by a position on a surface in space. In three dimensions the average over a sphere is \(\frac{1}{4\pi}\int d\varphi\,dt\). If the integrand does not depend on the azimuth \(\varphi\), this becomes \(\frac12\int_{-1}^{1}dt\). That reduction is built into the definitions, not derived from a surface measure.

With this choice, a family of concentric shells with charges \(q^A_i\) and radii \(a_i\), and a second one with charges \(q^B_j\) and radii \(b_j\), interact with energy \(q_Aq_B/R\). Here \(R\) is the distance between the two centres, and \(q_A\), \(q_B\) are the total charges. The conditions are \(a_i+b_j\le R\) and \(b_j<R\) for all \(i\) and \(j\). Units are such that two unit charges at distance \(R\) have energy \(1/R\).

This is the form of Visscher's correction in four-component molecular calculations, where the repulsion between small-component densities on different atoms is replaced by one between point charges; the theorem makes the replacement exact for finitely many rigid, uniform shells that meet the conditions above. Real small-component densities have tails and need not be spherical, and the error that this causes is not estimated.

```lean
import Mathlib

open Set

namespace ChargedShells

noncomputable section
```

The first line loads the mathematical library Mathlib. Everything that follows lives in the namespace `ChargedShells`.

## Distance, potential and energy

```lean
/-- Distance between two points at distances `R` and `r` from a common centre,
when `t` is the cosine of the angle between their directions. -/
def separation (R r t : ℝ) : ℝ := √(R ^ 2 + r ^ 2 - 2 * R * r * t)
```

This is the law of cosines. Two points at distances \(R\) and \(r\) from a common centre, in directions whose angle has cosine \(t\), are separated by

\[
s(t)=\sqrt{R^2+r^2-2Rrt}.
\]

All three arguments are real numbers (`ℝ`). The definition itself does not require lengths to be nonnegative or \(t\) to lie in \([-1,1]\); the theorems add such conditions where they are needed.

```lean
/-- Coulomb potential at distance `R` from the centre of a uniform shell of radius `r`
and unit charge, as an average over the cosine `t`; the domain is `R ≥ 0`, `r ≥ 0`,
not both zero. -/
def shellPotential (R r : ℝ) : ℝ :=
  (1 / 2) * ∫ t in (-1 : ℝ)..1, 1 / separation R r t
```

The potential at distance \(R\) from the centre of a unit-charge shell of radius \(r\) is the average of the Coulomb kernel,

\[
\frac12\int_{-1}^{1}\frac{dt}{s(t)}.
\]

In Lean, `shellPotential R r` is a function applied to two arguments, written without brackets or commas.

```lean
/-- Coulomb interaction of two uniform unit-charge shells of radii `a` and `b` with centres
a distance `R` apart: the potential of the first, averaged over the second. -/
def shellShell (R a b : ℝ) : ℝ :=
  (1 / 2) * ∫ t in (-1 : ℝ)..1, shellPotential (separation R b t) a
```

Now shell A has radius \(a\) and shell B has radius \(b\), with centres a distance \(R\) apart. A point of B whose direction from B's centre makes an angle of cosine \(t\) with the line towards A lies at distance `separation R b t` from A's centre. The potential of A depends only on that distance, so one more average over \(t\) gives the energy. Since `shellPotential` is itself an integral, this is a nested integral, with no point-charge formula put in beforehand.

```lean
/-- Coulomb interaction of two finite families of concentric shells, with charges `qA`, `qB`
and radii `a`, `b`, whose centres are a distance `R` apart. -/
def interaction {ι κ : Type*} [Fintype ι] [Fintype κ] (R : ℝ)
    (qA a : ι → ℝ) (qB b : κ → ℝ) : ℝ :=
  ∑ i, ∑ j, qA i * qB j * shellShell R (a i) (b j)
```

The index types `ι` and `κ` label the shells on the two centres, and `Fintype` says that each is finite. The charges and radii are functions of the label, so `qA i` is \(q^A_i\) and `a i` is \(a_i\). The energy is the double sum of \(q^A_i q^B_j\) times the unit-charge interaction. It contains only pairs with one shell on each centre, and no energy within a centre.

```lean
/-- The distance between two position vectors is `separation` of their lengths and of the
cosine of the angle between them. -/
theorem norm_sub_eq_separation {E : Type*} [NormedAddCommGroup E] [InnerProductSpace ℝ E]
    (x y : E) :
    ‖x - y‖ = separation ‖x‖ ‖y‖ (Real.cos (InnerProductGeometry.angle x y)) := by
  have h := InnerProductGeometry.cos_angle_mul_norm_mul_norm x y
  rw [separation, ← Real.sqrt_sq (norm_nonneg (x - y)), norm_sub_sq_real, ← h]
  congr 1
  ring
```

This theorem ties `separation` to actual position vectors. By hand,

\[
\|x-y\|^2=\|x\|^2-2\langle x,y\rangle+\|y\|^2,\qquad
\langle x,y\rangle=\|x\|\,\|y\|\cos\theta,
\]

and taking the square root gives the claim. In the proof, `h` is the second identity and `norm_sub_sq_real` is the first; `ring` then settles the remaining algebra. The statement holds in any real inner product space. The restriction to three dimensions comes from the uniform weight in \(t\).

## The potential of one shell

```lean
/-- At a distance `R > 0` from its centre, a uniform shell of unit charge and radius `r` has the
potential `1 / max R r`: that of a point charge outside, and a constant inside. -/
theorem shellPotential_eq {R r : ℝ} (hR : 0 < R) (hr : 0 ≤ r) :
    shellPotential R r = 1 / max R r := by
  rcases hr.eq_or_lt with rfl | hr
  · have h : ∀ t, separation R 0 t = R := by
      intro t
      rw [separation, show R ^ 2 + 0 ^ 2 - 2 * R * 0 * t = R ^ 2 by ring,
        Real.sqrt_sq hR.le]
    simp only [shellPotential, h, intervalIntegral.integral_const, smul_eq_mul,
      max_eq_left hR.le]
    ring
  · have hpos : ∀ t : ℝ, t < 1 → 0 < R ^ 2 + r ^ 2 - 2 * R * r * t := by
      intro t ht
      nlinarith [sq_nonneg (R - r), mul_pos (mul_pos hR hr) (sub_pos.2 ht)]
    have key : ∀ s : ℝ, 0 < s → -(-(2 * R * r) / (2 * s)) / (R * r) = 1 / s := by
      intro s hs
      field_simp
    -- the antiderivative is `-separation / (R r)`
    have hd : ∀ t ∈ Ioo (-1 : ℝ) 1,
        HasDerivAt (fun t => -separation R r t / (R * r)) (1 / separation R r t) t := by
      intro t ht
      have hu : HasDerivAt (fun t : ℝ => R ^ 2 + r ^ 2 - 2 * R * r * t) (-(2 * R * r)) t :=
        (((hasDerivAt_id' t).const_mul (2 * R * r)).const_sub (R ^ 2 + r ^ 2)).congr_deriv
          (by ring)
      have hs := (hu.sqrt (hpos t ht.2).ne').neg.div_const (R * r)
      exact hs.congr_deriv (key _ (Real.sqrt_pos.2 (hpos t ht.2)))
    have hc : Continuous (fun t => -separation R r t / (R * r)) := by
      unfold separation
      fun_prop
    have hle : (-1 : ℝ) ≤ 1 := by norm_num
    -- a nonnegative derivative is integrable, even when `R = r`
    have hi : IntervalIntegrable (fun t => 1 / separation R r t)
        MeasureTheory.volume (-1) 1 := by
      apply intervalIntegral.intervalIntegrable_deriv_of_nonneg hc.continuousOn
      · intro t ht
        rw [min_eq_left hle, max_eq_right hle] at ht
        exact hd t ht
      · intro t _
        exact one_div_nonneg.2 (Real.sqrt_nonneg _)
    have hI : ∫ t in (-1 : ℝ)..1, 1 / separation R r t =
        -separation R r 1 / (R * r) - -separation R r (-1) / (R * r) :=
      intervalIntegral.integral_eq_sub_of_hasDerivAt_of_le hle hc.continuousOn hd hi
    have h1 : separation R r 1 = |R - r| := by
      rw [separation, ← Real.sqrt_sq_eq_abs]
      congr 1
      ring
    have h2 : separation R r (-1) = R + r := by
      rw [separation, show R ^ 2 + r ^ 2 - 2 * R * r * (-1) = (R + r) ^ 2 by ring,
        Real.sqrt_sq (by positivity)]
    rw [shellPotential, hI, h1, h2]
    rcases le_total R r with h | h
    · rw [abs_of_nonpos (sub_nonpos.2 h), max_eq_right h]
      field_simp
      ring
    · rw [abs_of_nonneg (sub_nonneg.2 h), max_eq_left h]
      field_simp
      ring
```

For \(R>0\) and \(r\ge0\), the potential is \(1/\max(R,r)\): that of a point charge outside the shell, and a constant inside.

If \(r=0\), then \(s(t)=R\) for every \(t\), and the average is \(1/R\). If \(r>0\), differentiate \(s^2=R^2+r^2-2Rrt\) to get \(2ss'=-2Rr\), hence

\[
\frac{d}{dt}\left(-\frac{s(t)}{Rr}\right)=\frac1{s(t)}.
\]

This is valid for \(-1<t<1\), because \(s^2=(R-r)^2+2Rr(1-t)\) is positive there. At the ends, \(s(1)=|R-r|\) and \(s(-1)=R+r\), so

\[
\frac12\int_{-1}^{1}\frac{dt}{s(t)}
=\frac{R+r-|R-r|}{2Rr}=\frac{\min(R,r)}{Rr}=\frac1{\max(R,r)}.
\]

The case \(R=r\), a point on the shell itself, needs care. There \(s(t)=R\sqrt{2(1-t)}\), and the integrand diverges at \(t=1\), though only as an inverse square root, which is integrable.

The Lean proof follows the same route. `rcases` separates \(r=0\) from \(r>0\). Then `hpos` gives the positivity of \(s^2\), `hd` the derivative in the open interval, and `hc` the continuity of the antiderivative. The divergent case is covered by `hi`: a nonnegative derivative of a continuous function is integrable. With these, `hI` applies the fundamental theorem of calculus, which requires the derivative only in the interior. Finally, `h1` and `h2` evaluate the ends, and the two orders of \(R\) and \(r\) are treated separately to remove the absolute value.

## From one shell to two

```lean
/-- Every point of a shell of radius `b < R` is at least `R - b` away from a centre at
distance `R`. -/
theorem sub_le_separation {R b t : ℝ} (hb : 0 ≤ b) (hbR : b < R) (ht : t ≤ 1) :
    R - b ≤ separation R b t := by
  rw [separation, Real.le_sqrt' (sub_pos.2 hbR)]
  nlinarith [mul_nonneg (mul_nonneg (hb.trans hbR.le) hb) (sub_nonneg.2 ht)]
```

A point of shell B is never closer to A's centre than \(R-b\). Indeed,

\[
s(t)^2-(R-b)^2=2Rb(1-t)\ge0,
\]

and \(R-b\) is positive, so the inequality survives the square root. `Real.le_sqrt'` passes to the squares, and `nlinarith` completes the argument from the nonnegative product \(Rb(1-t)\), which it is handed explicitly.

```lean
/-- If the centre of the first of two unit-charge shells is outside the second, their interaction is
the average of `1 / max s a` over the second shell, where `s` is the distance to the centre of the
first and `a` is the radius of the first. -/
theorem shellShell_eq_average {R a b : ℝ} (ha : 0 ≤ a) (hb : 0 ≤ b) (hbR : b < R) :
    shellShell R a b = (1 / 2) * ∫ t in (-1 : ℝ)..1, 1 / max (separation R b t) a := by
  have hle : (-1 : ℝ) ≤ 1 := by norm_num
  unfold shellShell
  congr 1
  apply intervalIntegral.integral_congr
  intro t ht
  rw [uIcc_of_le hle] at ht
  exact shellPotential_eq ((sub_pos.2 hbR).trans_le (sub_le_separation hb hbR ht.2)) ha
```

With \(s(t)=\sqrt{R^2+b^2-2Rbt}\) from here on, the inner integral can be carried out. The previous bound gives \(s(t)\ge R-b>0\), so the one-shell theorem applies at distance \(s(t)\) from a shell of radius \(a\):

\[
\text{energy}=\frac12\int_{-1}^{1}\frac{dt}{\max(s(t),a)}.
\]

`intervalIntegral.integral_congr` lets Lean replace the integrand by an equal one on the interval of integration, and `shellPotential_eq` supplies the equality at each \(t\).

```lean
/-- Two unit-charge shells whose enclosed balls at most touch, with the centre of the first outside
the second, interact as point charges at their centres. -/
theorem shellShell_eq {R a b : ℝ} (ha : 0 ≤ a) (hb : 0 ≤ b) (hbR : b < R)
    (hab : a + b ≤ R) : shellShell R a b = 1 / R := by
  have hle : (-1 : ℝ) ≤ 1 := by norm_num
  have h := shellPotential_eq (hb.trans_lt hbR) hb
  rw [max_eq_left hbR.le] at h
  rw [shellShell_eq_average ha hb hbR, ← h, shellPotential]
  congr 1
  apply intervalIntegral.integral_congr
  intro t ht
  rw [uIcc_of_le hle] at ht
  have hs : a ≤ separation R b t := by
    linarith [sub_le_separation hb hbR ht.2]
  simp only [max_eq_left hs]
```

Suppose that \(a+b\le R\), so that the balls enclosed by the two shells at most touch. Then \(s(t)\ge R-b\ge a\), and the maximum is always \(s(t)\). What remains is the potential of a shell of radius \(b\) at distance \(R\):

\[
\frac12\int_{-1}^{1}\frac{dt}{s(t)}=\frac1{\max(R,b)}=\frac1R.
\]

The one-shell theorem is thus used twice, once for each shell. In Lean, `h` records the second use, and `hs` is the inequality \(a\le s(t)\) that removes the maximum.

The separate condition \(b<R\) adds something only for a point charge, \(a=0\), sitting on a shell with \(b=R\). Direct integration gives \(1/R\) there too when \(R>0\), but the theorem leaves that case out.

```lean
/-- If the balls enclosed by two unit-charge shells overlap, with the centre of the first outside
the second, the interaction is strictly less than the point-charge value. -/
theorem shellShell_lt {R a b : ℝ} (ha : 0 ≤ a) (hb : 0 ≤ b) (hbR : b < R)
    (hab : R < a + b) : shellShell R a b < 1 / R := by
  have h := shellPotential_eq (hb.trans_lt hbR) hb
  rw [max_eq_left hbR.le] at h
  have hpos : ∀ t : ℝ, t ≤ 1 → 0 < separation R b t := fun t ht =>
    (sub_pos.2 hbR).trans_le (sub_le_separation hb hbR ht)
  have hc : Continuous (fun t => separation R b t) := by
    unfold separation
    fun_prop
  have h1 : separation R b 1 = R - b := by
    rw [separation, show R ^ 2 + b ^ 2 - 2 * R * b * 1 = (R - b) ^ 2 by ring,
      Real.sqrt_sq (sub_pos.2 hbR).le]
  -- the integrands are ordered, and differ at the point nearest to the first centre
  have key : ∫ t in (-1 : ℝ)..1, 1 / max (separation R b t) a <
      ∫ t in (-1 : ℝ)..1, 1 / separation R b t := by
    apply intervalIntegral.integral_lt_integral_of_continuousOn_of_le_of_exists_lt
      (by norm_num)
    · exact continuousOn_const.div (hc.max continuous_const).continuousOn
        (fun t ht => (lt_max_of_lt_left (hpos t ht.2)).ne')
    · exact continuousOn_const.div hc.continuousOn (fun t ht => (hpos t ht.2).ne')
    · intro t ht
      exact one_div_le_one_div_of_le (hpos t ht.2) (le_max_left _ _)
    · refine ⟨1, ⟨by norm_num, le_rfl⟩, ?_⟩
      exact one_div_lt_one_div_of_lt (hpos 1 le_rfl)
        (lt_max_of_lt_right (by rw [h1]; linarith))
  rw [shellShell_eq_average ha hb hbR, ← h, shellPotential]
  linarith
```

If \(a+b>R\) while \(b<R\), the energy of the two unit-charge shells lies strictly below \(1/R\). By hand, \(1/\max(s,a)\le1/s\) for every \(t\). At \(t=1\), the point of B nearest to A's centre, \(s=R-b<a\), so the inequality is strict. Both integrands are continuous, because \(s\) stays positive. The strict inequality therefore persists on a small interval and carries over to the integrals.

The long Mathlib lemma in `key` is this argument. The four tasks after it are the continuity of each integrand, the inequality between them, and the point where it is strict.

A small example shows what goes wrong without \(a+b\le R\). Take \(R=2\), \(b=1\) and \(a=4\). Then \(s(t)\) runs from 1 to 3, the maximum is always 4, and the energy is \(1/4\) instead of \(1/2\). Shell B lies wholly inside shell A, where the potential is constant. The two surfaces do not even meet, so the condition concerns the enclosed balls and not only the crossing of surfaces.

## Summing over the shells

```lean
/-- Two finite families of charged shells on centres a distance `R` apart interact by the product of
their total charges over `R`, if every ball enclosed by a shell of the first family at most touches
every ball enclosed by a shell of the second, and the first centre is outside every shell of the
second. -/
theorem interaction_eq_point_charges {ι κ : Type*} [Fintype ι] [Fintype κ] {R : ℝ}
    (qA a : ι → ℝ) (qB b : κ → ℝ) (ha : ∀ i, 0 ≤ a i) (hb : ∀ j, 0 ≤ b j)
    (hbR : ∀ j, b j < R) (hab : ∀ i j, a i + b j ≤ R) :
    interaction R qA a qB b = (∑ i, qA i) * (∑ j, qB j) / R := by
  rw [interaction, Finset.sum_mul_sum, Finset.sum_div]
  refine Finset.sum_congr rfl fun i _ => ?_
  rw [Finset.sum_div]
  refine Finset.sum_congr rfl fun j _ => ?_
  rw [shellShell_eq (ha i) (hb j) (hbR j) (hab i j)]
  ring

end

end ChargedShells
```

The hypotheses read: all radii are nonnegative, every \(b_j\) is less than \(R\), and \(a_i+b_j\le R\) for each pair. Charges may have either sign, and a radius of zero describes a point charge, such as a point nucleus. Each pair contributes \(q^A_iq^B_j/R\), and the double sum factorises:

\[
\sum_i\sum_j\frac{q^A_iq^B_j}{R}
=\frac{\left(\sum_i q^A_i\right)\left(\sum_j q^B_j\right)}{R}
=\frac{q_Aq_B}{R}.
\]

An empty family has total charge zero, and both sides then vanish.

The Lean proof works from the other end. `Finset.sum_mul_sum` expands the product of the total charges into a double sum, and `Finset.sum_div` moves the division by \(R\) inside. `Finset.sum_congr` then reduces the equality of the sums to that of their terms, where `shellShell_eq` replaces the nested integral by \(1/R\).

```lean
#print axioms ChargedShells.norm_sub_eq_separation
#print axioms ChargedShells.shellShell_lt
#print axioms ChargedShells.interaction_eq_point_charges
```

```
'ChargedShells.norm_sub_eq_separation' depends on axioms: [propext, Classical.choice, Quot.sound]
'ChargedShells.shellShell_lt' depends on axioms: [propext, Classical.choice, Quot.sound]
'ChargedShells.interaction_eq_point_charges' depends on axioms: [propext, Classical.choice, Quot.sound]
```
